# Steepest-descent steps of fixed length \(h\) converge to the floor of a straight harmonic valley with slope \(g\) and transverse force constant \(k\) from every start exactly when \(hk\le 2g\)

## Zigzags on the way down from a saddle

Below a saddle point, a reaction path often runs along a valley that is steep across and gently sloping along its floor. A simple way to follow it numerically is to take Euler steps of fixed length against the normalised gradient. If the steps are too long, the walker jumps from one wall to the other. How long may they be?

Take coordinates \(x\) along the valley and \(y\) across it, with

\[
V(x,y)=-gx+\tfrac12ky^2,\qquad g,k>0 .
\]

Here \(g\) is the downhill slope, \(k\) the transverse force constant and \(h>0\) the step length. Since \(\nabla V=(-g,ky)\) has length \(N(y)=\sqrt{g^2+k^2y^2}\ge g>0\), the step is always defined:

\[
x'=x+\frac{hg}{N(y)},\qquad
y'=T(y)=\left(1-\frac{hk}{N(y)}\right)y .
\]

The transverse coordinate evolves independently of \(x\).

## Short steps: every start approaches the floor

Let \(hk\le2g\). If \(y\ne0\), then \(N(y)>g\), so

\[
0<\frac{hk}{N(y)}<\frac{hk}{g}\le2 .
\]

The factor multiplying \(y\) lies strictly between \(-1\) and \(1\), and hence \(|T(y)|<|y|\). Also \(T(0)=0\).

Write \(y_n\) for the transverse coordinate after \(n\) steps. The distances \(|y_n|\) never increase and are bounded below by zero, so they have a limit \(L\ge0\). Because \(T\) is odd, \(|y_{n+1}|=|T(|y_n|)|\), and continuity gives \(L=|T(L)|\). A positive \(L\) would contradict the strict decrease, so \(L=0\) and \(y_n\to0\).

## Long steps: an exact zigzag

Let \(hk>2g\). A step reflects \(y\ne0\) to \(-y\) when the factor is \(-1\), that is, when \(N(y)=hk/2\). Squaring gives \(g^2+k^2y^2=h^2k^2/4\), with the positive solution

\[
y_*=\sqrt{\frac{h^2}{4}-\frac{g^2}{k^2}},
\]

which is real and positive because \(h/2>g/k\). The same step advances \(x\) by \(hg/(hk/2)=2g/k\). As \(N(-y_*)=N(y_*)\), the next step reflects back, and from \((x,y_*)\) the walker is after \(n\) steps at

\[
\left(x+\frac{2ng}{k},\;(-1)^ny_*\right).
\]

It never approaches the floor. Its progress per step does not depend on \(h\): the extra length is spent crossing the valley.

At the threshold \(hk=2g\) the amplitude formula gives \(y_*=0\). The factor tends to \(-1\) as \(y\to0\), but off the floor it stays above \(-1\), so convergence survives.

## What the theorem says

In `converges_iff`, a point `p : ℝ × ℝ` has `p.1` as \(x\) and `p.2` as \(y\), and `(step g k h)^[n] p` is the point after \(n\) steps. The left side says that the transverse coordinate tends to zero for every starting point; the right side is `h * k ≤ 2 * g`. The along-valley coordinate is not asked to converge.

For \(hk>2g\) the theorem says that at least one start fails to converge to the floor, not that all do: a walker that starts on the floor stays on it. No rate is given. For reaction-path following on electronic-structure surfaces, the criterion \(h\le2g/k\) shows how a stiff transverse mode limits the explicit Euler step, in a two-dimensional model with a straight valley, constant slope and constant stiffness.

In Lean 4 with Mathlib:

```lean
import Mathlib

open Filter Topology

namespace NormalisedDescentValley

noncomputable section

/-- The potential of a straight valley with downhill slope `g` along `x` and transverse
force constant `k`. -/
def valley (g k : ℝ) (p : ℝ × ℝ) : ℝ := -g * p.1 + k * p.2 ^ 2 / 2

/-- The gradient of the valley potential. -/
def grad (g k : ℝ) (p : ℝ × ℝ) : ℝ × ℝ := (-g, k * p.2)

/-- The Euclidean length of the gradient. -/
def gradNorm (g k : ℝ) (p : ℝ × ℝ) : ℝ :=
  √((grad g k p).1 ^ 2 + (grad g k p).2 ^ 2)

/-- One Euler step of length parameter `h` against the normalised gradient, for points where
the gradient does not vanish. -/
def step (g k h : ℝ) (p : ℝ × ℝ) : ℝ × ℝ :=
  (p.1 - h * (grad g k p).1 / gradNorm g k p, p.2 - h * (grad g k p).2 / gradNorm g k p)

/-- The update of the transverse coordinate alone, for `g ≠ 0` or `k * y ≠ 0`. -/
def transverse (g k h y : ℝ) : ℝ := y - h * k * y / √(g ^ 2 + k ^ 2 * y ^ 2)

/-- The amplitude of the zigzag across the valley floor, for positive `g`, `k`, `h` with
`2 * g < h * k`. -/
def amplitude (g k h : ℝ) : ℝ := √(h ^ 2 / 4 - g ^ 2 / k ^ 2)

/-- The components of `grad` are the partial derivatives of the valley potential. -/
theorem valley_partials (g k x y : ℝ) :
    HasDerivAt (fun s => valley g k (s, y)) (grad g k (x, y)).1 x ∧
    HasDerivAt (fun s => valley g k (x, s)) (grad g k (x, y)).2 y := by
  constructor
  · have h := ((hasDerivAt_id' x).const_mul (-g)).add_const (k * y ^ 2 / 2)
    exact h.congr_deriv (by simp [grad])
  · have h := ((((hasDerivAt_id' y).fun_pow 2).const_mul k).div_const 2).const_add (-g * x)
    exact h.congr_deriv (by simp [grad]; ring)

/-- On a valley with slope `g > 0`, the squared Euclidean length of every step is `h ^ 2`. -/
theorem step_length {g : ℝ} (k h : ℝ) (hg : 0 < g) (p : ℝ × ℝ) :
    ((step g k h p).1 - p.1) ^ 2 + ((step g k h p).2 - p.2) ^ 2 = h ^ 2 := by
  have hpos : 0 < (grad g k p).1 ^ 2 + (grad g k p).2 ^ 2 := by
    have h1 : 0 < g ^ 2 := by positivity
    simp only [grad]
    nlinarith [sq_nonneg (k * p.2)]
  have hN : gradNorm g k p ^ 2 = (grad g k p).1 ^ 2 + (grad g k p).2 ^ 2 :=
    Real.sq_sqrt hpos.le
  have hne : gradNorm g k p ^ 2 ≠ 0 := by rw [hN]; exact hpos.ne'
  calc ((step g k h p).1 - p.1) ^ 2 + ((step g k h p).2 - p.2) ^ 2
      = h ^ 2 * ((grad g k p).1 ^ 2 + (grad g k p).2 ^ 2) / gradNorm g k p ^ 2 := by
        simp only [step]; ring
    _ = h ^ 2 := by rw [← hN]; exact mul_div_cancel_right₀ _ hne

/-- The transverse coordinate of the iterates evolves by itself, under the map `transverse`. -/
theorem iterate_snd (g k h : ℝ) (p : ℝ × ℝ) (n : ℕ) :
    ((step g k h)^[n] p).2 = (transverse g k h)^[n] p.2 := by
  have hs : ∀ q : ℝ × ℝ, (step g k h q).2 = transverse g k h q.2 := by
    intro q
    have e : (-g) ^ 2 + (k * q.2) ^ 2 = g ^ 2 + k ^ 2 * q.2 ^ 2 := by ring
    simp only [step, gradNorm, grad, transverse]
    rw [e, mul_assoc h k q.2]
  induction n with
  | zero => rfl
  | succ n ih => rw [Function.iterate_succ_apply', Function.iterate_succ_apply', hs, ih]

/-- For positive `g`, `k`, `h` with `h * k ≤ 2 * g`, a step from any point off the valley floor
brings the walker strictly closer to the floor. -/
theorem abs_transverse_lt {g k h y : ℝ} (hg : 0 < g) (hk : 0 < k) (hh : 0 < h)
    (hs : h * k ≤ 2 * g) (hy : y ≠ 0) : |transverse g k h y| < |y| := by
  -- off the floor the gradient is longer than `g`
  have hr : g < √(g ^ 2 + k ^ 2 * y ^ 2) := by
    apply Real.lt_sqrt_of_sq_lt
    have : 0 < k ^ 2 * y ^ 2 := by positivity
    linarith
  have hr0 := hg.trans hr
  have e : transverse g k h y = (1 - h * k / √(g ^ 2 + k ^ 2 * y ^ 2)) * y := by
    unfold transverse; ring
  have q0 : 0 < h * k / √(g ^ 2 + k ^ 2 * y ^ 2) := div_pos (mul_pos hh hk) hr0
  have q2 : h * k / √(g ^ 2 + k ^ 2 * y ^ 2) < 2 := by
    rw [div_lt_iff₀ hr0]; linarith
  have q1 : |1 - h * k / √(g ^ 2 + k ^ 2 * y ^ 2)| < 1 :=
    abs_lt.mpr ⟨by linarith, by linarith⟩
  rw [e, abs_mul]
  nlinarith [mul_pos (sub_pos.mpr q1) (abs_pos.mpr hy)]

/-- For positive `g`, `k`, `h` with `h * k ≤ 2 * g`, the transverse iterates tend to zero from
every start. -/
theorem transverse_tendsto {g k h : ℝ} (hg : 0 < g) (hk : 0 < k) (hh : 0 < h)
    (hs : h * k ≤ 2 * g) (y : ℝ) :
    Tendsto (fun n => (transverse g k h)^[n] y) atTop (𝓝 0) := by
  have hodd : ∀ z : ℝ, |transverse g k h z| = |transverse g k h (|z|)| := by
    intro z
    rcases abs_choice z with hz | hz
    · rw [hz]
    · have : transverse g k h (-z) = -transverse g k h z := by
        unfold transverse; rw [neg_sq]; ring
      rw [hz, this, abs_neg]
  have hrec : ∀ n, |(transverse g k h)^[n + 1] y|
      = |transverse g k h (|(transverse g k h)^[n] y|)| := by
    intro n
    rw [Function.iterate_succ_apply', hodd]
  -- the distances to the floor decrease, hence have a limit `L`
  have anti : Antitone (fun n => |(transverse g k h)^[n] y|) := by
    apply antitone_nat_of_succ_le
    intro n
    change |(transverse g k h)^[n + 1] y| ≤ |(transverse g k h)^[n] y|
    rw [Function.iterate_succ_apply']
    rcases eq_or_ne ((transverse g k h)^[n] y) 0 with h0 | h0
    · rw [h0]; simp [transverse]
    · exact (abs_transverse_lt hg hk hh hs h0).le
  obtain ⟨L, hL⟩ : ∃ L, Tendsto (fun n => |(transverse g k h)^[n] y|) atTop (𝓝 L) :=
    ⟨_, tendsto_atTop_ciInf anti ⟨0, by rintro _ ⟨n, rfl⟩; exact abs_nonneg _⟩⟩
  have hL0 : 0 ≤ L := ge_of_tendsto' hL (fun n => abs_nonneg _)
  have hc : Continuous (transverse g k h) := by
    change Continuous (fun y : ℝ => y - h * k * y / √(g ^ 2 + k ^ 2 * y ^ 2))
    refine Continuous.sub (by fun_prop) (Continuous.div (by fun_prop) (by fun_prop) ?_)
    intro t
    positivity
  -- by continuity the map preserves the distance `L`, which is possible only on the floor
  have h1 := (hc.abs.tendsto L).comp hL
  have h2 := hL.comp (tendsto_add_atTop_nat 1)
  have h3 : |transverse g k h L| = L := tendsto_nhds_unique h1 (h2.congr hrec)
  have hz : L = 0 := by
    by_contra hne
    have hlt := abs_transverse_lt hg hk hh hs hne
    rw [h3, abs_of_nonneg hL0] at hlt
    exact lt_irrefl _ hlt
  rw [hz] at hL
  rw [tendsto_zero_iff_norm_tendsto_zero]
  simpa only [Real.norm_eq_abs] using hL

/-- For positive `g`, `k`, `h` with `2 * g < h * k`, the amplitude is positive, and the walker
started there changes sides at every step while it advances by `2 * g / k` along the valley. -/
theorem zigzag {g k h : ℝ} (hg : 0 < g) (hk : 0 < k) (hh : 0 < h) (hs : 2 * g < h * k) :
    0 < amplitude g k h ∧ ∀ (x : ℝ) (n : ℕ), (step g k h)^[n] (x, amplitude g k h)
      = (x + n * (2 * g / k), (-1) ^ n * amplitude g k h) := by
  have hpos : 0 < h ^ 2 / 4 - g ^ 2 / k ^ 2 := by
    have h1 : g / k < h / 2 := by rw [div_lt_iff₀ hk]; linarith
    have h2 : 0 < g / k := div_pos hg hk
    have e : h ^ 2 / 4 - g ^ 2 / k ^ 2 = (h / 2 - g / k) * (h / 2 + g / k) := by ring
    rw [e]
    exact mul_pos (by linarith) (by linarith)
  have hsq : amplitude g k h ^ 2 = h ^ 2 / 4 - g ^ 2 / k ^ 2 := Real.sq_sqrt hpos.le
  -- at this distance the gradient has length `h * k / 2`, so the step reflects `y`
  have hstep : ∀ x y : ℝ, y ^ 2 = h ^ 2 / 4 - g ^ 2 / k ^ 2 →
      step g k h (x, y) = (x + 2 * g / k, -y) := by
    intro x y hy
    have hN : gradNorm g k (x, y) = h * k / 2 := by
      have e : (-g) ^ 2 + (k * y) ^ 2 = (h * k / 2) ^ 2 := by
        rw [mul_pow, hy]; field_simp; ring
      simp only [gradNorm, grad]
      rw [e, Real.sqrt_sq (by positivity)]
    have e1 : x - h * (-g) / (h * k / 2) = x + 2 * g / k := by field_simp; ring
    have e2 : y - h * (k * y) / (h * k / 2) = -y := by
      have : h * (k * y) / (h * k / 2) = 2 * y := by
        rw [div_eq_iff (by positivity)]; ring
      rw [this]; ring
    simp only [step, hN, grad]
    rw [e1, e2]
  refine ⟨Real.sqrt_pos.mpr hpos, fun x n => ?_⟩
  induction n with
  | zero => simp
  | succ n ih =>
    have hone : ((-1 : ℝ) ^ n) ^ 2 = 1 := by
      rw [← pow_mul, mul_comm, pow_mul]; norm_num
    rw [Function.iterate_succ_apply', ih, hstep _ _ (by rw [mul_pow, hone, one_mul, hsq])]
    refine Prod.ext ?_ ?_
    · push_cast; ring
    · simp only [pow_succ]; ring

/-- For positive `g`, `k`, `h`, normalised-gradient Euler steps converge to the valley floor from
every starting point if and only if `h * k ≤ 2 * g`. -/
theorem converges_iff {g k h : ℝ} (hg : 0 < g) (hk : 0 < k) (hh : 0 < h) :
    (∀ p : ℝ × ℝ, Tendsto (fun n => ((step g k h)^[n] p).2) atTop (𝓝 0)) ↔
      h * k ≤ 2 * g := by
  constructor
  · intro H
    by_contra hs
    obtain ⟨hpos, horb⟩ := zigzag hg hk hh (not_le.mp hs)
    -- the zigzag orbit keeps a fixed positive distance from the floor
    have ht := (H (0, amplitude g k h)).abs
    have hconst : ∀ n, |((step g k h)^[n] (0, amplitude g k h)).2| = amplitude g k h := by
      intro n
      rw [horb 0 n]
      simp [abs_mul, abs_of_pos hpos]
    have h0 := tendsto_nhds_unique (ht.congr hconst) tendsto_const_nhds
    rw [abs_zero] at h0
    exact hpos.ne h0
  · intro hs p
    exact (transverse_tendsto hg hk hh hs p.2).congr (fun n => (iterate_snd g k h p n).symm)

end

end NormalisedDescentValley
```

```lean
#print axioms NormalisedDescentValley.valley_partials
#print axioms NormalisedDescentValley.step_length
#print axioms NormalisedDescentValley.converges_iff
```

```
'NormalisedDescentValley.valley_partials' depends on axioms: [propext, Classical.choice, Quot.sound]
'NormalisedDescentValley.step_length' depends on axioms: [propext, Classical.choice, Quot.sound]
'NormalisedDescentValley.converges_iff' depends on axioms: [propext, Classical.choice, Quot.sound]
```

## From the gradient to the equivalence

`valley_partials` checks `grad` against the partial derivatives of the potential, and `step_length` confirms that each step has squared length \(h^2\). `iterate_snd` shows by induction that the second coordinate of the full iteration follows `transverse`, the map \(T\).

`abs_transverse_lt` is the strict decrease. It first obtains \(N(y)>g\), then bounds the factor, and `nlinarith` finishes from the product of that bound with \(|y|\), supplied by `mul_pos`.

In `transverse_tendsto`, `anti` records the monotone distances and `tendsto_atTop_ciInf` supplies their limit. The oddness `hodd` and continuity `hc` let `tendsto_nhds_unique` identify \(|T(L)|\) with \(L\); strict decrease then excludes \(L\ne0\).

`zigzag` proves that `amplitude`, our \(y_*\), is positive. Its `hstep` computes the gradient length \(hk/2\) and the reflected step for any \(y\) with \(y^2=y_*^2\), which handles both sides of the valley, and induction gives the orbit.

Finally, `converges_iff` gets one direction from `transverse_tendsto` and `iterate_snd`. For the other, it supposes \(hk>2g\) and starts at \((0,y_*)\): the distance to the floor would have to tend to zero while remaining equal to \(y_*>0\).
